# The PBE exchange correction of a weak cosine modulation is proportional to μ at second order in the amplitude

I want the gradient correction to the exchange energy of a weakly modulated electron gas, and I have to choose between keeping the full PBE enhancement factor and replacing it by 1 + μs². The density is n(x) = 1 + a cos x in units of its mean. The full factor also contains κ, which limits its growth at large s, and the reduced gradient s has n^(4/3) in its denominator. Does either of these change the correction at order a²?

## Neither κ nor the density denominator enters at order a²

The choice made here is to keep the full factor and the full denominator, and to let a tend to 0 only at the end. The PBE factor and the reduced gradient are

F(s) = 1 + κ − κ/(1 + μs²/κ),  s = k|n'|/n^(4/3).

Here k is not a wavevector but a dimensionless constant: for a modulation of wavevector G in a gas of mean Fermi wavevector k_F, k = G/(2k_F). Combining the fractions gives

F(s) − 1 = μs²/(1 + μs²/κ).

So (F(s) − 1)/s² → μ as s → 0. For a general profile, n = 1 + a g(x), we have n' = a g'. Write F(s) = 1 + φ(s)s² with φ continuous and φ(0) = μ. Then

a⁻² n^(4/3) (F(s) − 1) = φ(s) k² g'²/n^(4/3).

On a finite interval n → 1 and s → 0 uniformly as a → 0, so the integral tends to μk² ∫ g'². For g = cos over one period, ∫ sin² x dx = π, and the limit is πμk².

Take μ = 0.2, κ = 0.8, k = 1 and a = 0.1. The leading term is π · 0.2 · 0.01 ≈ 0.006283. Expanding one order further by hand multiplies it by

1 + a²(7/18 − 3μk²/(4κ)) ≈ 1.0020,

which gives about 0.006296. In this estimate κ first appears at order a⁴ of the correction.

**What the Lean statements say.** `reducedGradient` uses the actual derivative of the density, and `exchangeCorrection` is the integral of n^(4/3)(F(s) − 1) from p to q. It is in units of the local-density prefactor, which is negative, so a positive value lowers the energy. `HasGradientCoefficient F μ` says that F(0) = 1, the uniform-gas value, and that (F(s) − 1)/s² tends to μ.

`weak_modulation_limit` holds for every continuous F with this property and every continuously differentiable g, with a approaching 0 from both sides (`𝓝[≠] 0`). `pbe_cosine_limit` is the PBE case for κ > 0, μ ≥ 0 and a → 0 from above.

`correction_ratio_limit` makes "proportional to μ" precise for a comparison of functionals: the corrections of two functionals have a ratio tending to μ₁/μ₂, provided μ₂, k and ∫ g'² are nonzero. For electronic structure, this compares PBE-type exchange functionals, such as PBE and PBEsol, on the same prescribed, weakly modulated density varying along one direction. The density is an input here: for a real gas in a weak potential, the form 1 + a g(x) with g fixed is in general only the linear response, and higher orders change the profile.

**How the limit is proved.** `HasGradientCoefficient.factor` builds φ by giving the quotient (F(s) − 1)/s² the value μ at s = 0. `reducedGradient_modulated` computes n' = a g'.

The main proof replaces n^(4/3) by a weight `w`, equal to max(n, 1/2)^(4/3), which is continuous and never zero. The rescaled integrand is then jointly continuous in a and x, so its integral is continuous in a; this takes the place of the uniform limit above. Setting a = 0 gives μk² ∫ g'². Since g is bounded by some B on the interval, |a|B < 1/2 keeps n above 1/2. There `w` is the true weight, and the identity `alg` cancels a².

The ratio theorem divides two such limits. `pbe_gradientCoefficient` proves the formula for F(s) − 1 near s = 0 and takes the limit. The cosine theorem checks that F is continuous, evaluates ∫ sin² x dx, and uses a > 0 to write |a sin x| as a|sin x|.

```lean
import Mathlib

open Filter Topology Set

namespace WeakModulationExchange

noncomputable section

/-- The PBE exchange enhancement factor, for `κ ≠ 0` and `1 + μ s² / κ ≠ 0`. -/
def pbeFactor (κ μ s : ℝ) : ℝ := 1 + κ - κ / (1 + μ * s ^ 2 / κ)

/-- The reduced gradient `s = k |n'| / n^(4/3)` of a positive density `n` on a line;
`k` collects the constants and the length unit. -/
def reducedGradient (k : ℝ) (n : ℝ → ℝ) (x : ℝ) : ℝ :=
  k * |deriv n x| / (n x) ^ (4 / 3 : ℝ)

/-- The gradient correction to the local exchange energy on `[p, q]`, in units of the
local-density prefactor: the integral of `n^(4/3) (F(s) - 1)`. -/
def exchangeCorrection (F : ℝ → ℝ) (k : ℝ) (n : ℝ → ℝ) (p q : ℝ) : ℝ :=
  ∫ x in p..q, (n x) ^ (4 / 3 : ℝ) * (F (reducedGradient k n x) - 1)

/-- The enhancement factor `F` has second-order gradient coefficient `μ`: it is `1` at `s = 0`,
and `(F(s) - 1) / s²` tends to `μ` as `s` tends to `0`. -/
def HasGradientCoefficient (F : ℝ → ℝ) (μ : ℝ) : Prop :=
  F 0 = 1 ∧ Tendsto (fun s => (F s - 1) / s ^ 2) (𝓝[≠] 0) (𝓝 μ)

/-- A continuous factor with gradient coefficient `μ` can be written `F(s) = 1 + φ(s) s²`,
where `φ` is continuous and `φ(0) = μ`. -/
theorem HasGradientCoefficient.factor {F : ℝ → ℝ} {μ : ℝ} (h : HasGradientCoefficient F μ)
    (hF : Continuous F) :
    ∃ φ : ℝ → ℝ, Continuous φ ∧ φ 0 = μ ∧ ∀ s, F s = 1 + φ s * s ^ 2 := by
  refine ⟨Function.update (fun s => (F s - 1) / s ^ 2) 0 μ,
    continuous_iff_continuousAt.2 fun s => ?_, Function.update_self _ _ _, fun s => ?_⟩
  · by_cases hs : s = 0
    · subst hs
      exact continuousAt_update_same.2 h.2
    · have h1 : ContinuousAt (fun t => F t - 1) s := by fun_prop
      have h2 : ContinuousAt (fun t : ℝ => t ^ 2) s := by fun_prop
      exact (continuousAt_update_of_ne hs).2 (h1.div h2 (pow_ne_zero 2 hs))
  · by_cases hs : s = 0
    · subst hs
      simp [h.1]
    · rw [Function.update_of_ne hs, div_mul_cancel₀ _ (pow_ne_zero 2 hs)]
      ring

/-- The reduced gradient of the modulated density `1 + a g(x)`, for continuously
differentiable `g`. -/
theorem reducedGradient_modulated {g : ℝ → ℝ} (hg : ContDiff ℝ 1 g) (k a x : ℝ) :
    reducedGradient k (fun y => 1 + a * g y) x
      = k * |a * deriv g x| / (1 + a * g x) ^ (4 / 3 : ℝ) := by
  have hd : HasDerivAt g (deriv g x) x := (hg.differentiable (by simp) x).hasDerivAt
  have h := ((hd.const_mul a).const_add 1).deriv
  unfold reducedGradient
  rw [h]

/-- Weak-modulation limit: for a continuous enhancement factor with gradient coefficient `μ` and
the density `1 + a g(x)` with `g` continuously differentiable, the exchange correction divided
by `a²` tends to `μ k² ∫ g'²` as `a` tends to `0`. -/
theorem weak_modulation_limit {F : ℝ → ℝ} {μ : ℝ} (hF : Continuous F)
    (h : HasGradientCoefficient F μ) {g : ℝ → ℝ} (hg : ContDiff ℝ 1 g) (k p q : ℝ) :
    Tendsto (fun a => (a ^ 2)⁻¹ * exchangeCorrection F k (fun x => 1 + a * g x) p q)
      (𝓝[≠] 0) (𝓝 (μ * k ^ 2 * ∫ x in p..q, (deriv g x) ^ 2)) := by
  obtain ⟨φ, hφ, hφ0, hφF⟩ := h.factor hF
  have hgc : Continuous g := hg.continuous
  have hdc : Continuous (deriv g) := hg.continuous_deriv (by simp)
  obtain ⟨B, hB⟩ := (isCompact_uIcc (a := p) (b := q)).exists_bound_of_continuousOn
    hgc.continuousOn
  -- a weight that never vanishes and equals `n^(4/3)` for densities above `1/2`
  obtain ⟨w, hw, hw0, hwe⟩ : ∃ w : ℝ → ℝ, Continuous w ∧ (∀ y, w y ≠ 0) ∧
      ∀ y, 1 / 2 ≤ y → w y = y ^ (4 / 3 : ℝ) :=
    ⟨fun y => (max y (1 / 2)) ^ (4 / 3 : ℝ),
      Continuous.rpow_const (by fun_prop) fun _ => Or.inr (by norm_num),
      fun y => (Real.rpow_pos_of_pos (lt_max_of_lt_right (by norm_num)) _).ne',
      fun y hy => by simp only [max_eq_left hy]⟩
  have hs : Continuous fun z : ℝ × ℝ => k * |z.1 * deriv g z.2| / w (1 + z.1 * g z.2) :=
    Continuous.div (by fun_prop) (by fun_prop) fun z => hw0 _
  have hv : Continuous fun z : ℝ × ℝ => k ^ 2 * (deriv g z.2) ^ 2 / w (1 + z.1 * g z.2) :=
    Continuous.div (by fun_prop) (by fun_prop) fun z => hw0 _
  -- the rescaled correction extends continuously to `a = 0`
  have hc : Continuous fun a : ℝ => ∫ x in p..q,
      φ (k * |a * deriv g x| / w (1 + a * g x)) *
        (k ^ 2 * (deriv g x) ^ 2 / w (1 + a * g x)) :=
    intervalIntegral.continuous_parametric_intervalIntegral_of_continuous'
      (by exact (hφ.comp hs).mul hv) p q
  have ht := (hc.tendsto 0).mono_left (nhdsWithin_le_nhds (s := {0}ᶜ))
  have h1 : w 1 = 1 := by rw [hwe 1 (by norm_num), Real.one_rpow]
  simp only [zero_mul, abs_zero, mul_zero, add_zero, h1, div_one, hφ0,
    intervalIntegral.integral_const_mul] at ht
  rw [mul_assoc μ]
  refine ht.congr' ?_
  have hB0 : ContinuousAt (fun a : ℝ => |a| * B) 0 := by fun_prop
  have hsm : ∀ᶠ a in 𝓝 (0 : ℝ), |a| * B < 1 / 2 :=
    hB0.eventually_lt continuousAt_const (by simp)
  filter_upwards [hsm.filter_mono nhdsWithin_le_nhds, self_mem_nhdsWithin] with a ha ha0
  have ha' : a ≠ 0 := ha0
  rw [exchangeCorrection, ← intervalIntegral.integral_const_mul]
  refine intervalIntegral.integral_congr fun x hx => ?_
  have h2 : |a * g x| ≤ |a| * B := by
    rw [abs_mul]
    exact mul_le_mul_of_nonneg_left (hB x hx) (abs_nonneg a)
  have h3 : 1 / 2 ≤ 1 + a * g x := by linarith [neg_abs_le (a * g x)]
  have h4 : (1 + a * g x) ^ (4 / 3 : ℝ) ≠ 0 :=
    (Real.rpow_pos_of_pos (by linarith) _).ne'
  -- the factor `a²` in `s²` cancels
  have alg : ∀ d v c : ℝ, v ≠ 0 →
      (a ^ 2)⁻¹ * (v * (c * (k * |a * d| / v) ^ 2)) = c * (k ^ 2 * d ^ 2 / v) := by
    intro d v c hv
    rw [div_pow, mul_pow, sq_abs, mul_pow]
    field_simp
  simp only [reducedGradient_modulated hg, hwe _ h3, hφF, add_sub_cancel_left]
  exact (alg _ _ _ h4).symm

/-- For two continuous factors with gradient coefficients `μ₁` and `μ₂ ≠ 0`, the ratio of their
exchange corrections for the density `1 + a g(x)`, with `g` continuously differentiable, tends to
`μ₁ / μ₂` as `a` tends to `0`, if `k ≠ 0` and `∫ g'² ≠ 0`. -/
theorem correction_ratio_limit {F₁ F₂ : ℝ → ℝ} {μ₁ μ₂ : ℝ} (hF₁ : Continuous F₁)
    (hF₂ : Continuous F₂) (h₁ : HasGradientCoefficient F₁ μ₁)
    (h₂ : HasGradientCoefficient F₂ μ₂) (hμ : μ₂ ≠ 0) {g : ℝ → ℝ} (hg : ContDiff ℝ 1 g)
    {k p q : ℝ} (hk : k ≠ 0) (hI : ∫ x in p..q, (deriv g x) ^ 2 ≠ 0) :
    Tendsto (fun a => exchangeCorrection F₁ k (fun x => 1 + a * g x) p q /
      exchangeCorrection F₂ k (fun x => 1 + a * g x) p q) (𝓝[≠] 0) (𝓝 (μ₁ / μ₂)) := by
  have hk2 : k ^ 2 ≠ 0 := pow_ne_zero 2 hk
  have ht := (weak_modulation_limit hF₁ h₁ hg k p q).div
    (weak_modulation_limit hF₂ h₂ hg k p q) (mul_ne_zero (mul_ne_zero hμ hk2) hI)
  rw [mul_div_mul_right _ _ hI, mul_div_mul_right _ _ hk2] at ht
  refine ht.congr' ?_
  filter_upwards [self_mem_nhdsWithin] with a ha
  exact mul_div_mul_left _ _ (inv_ne_zero (pow_ne_zero 2 ha))

/-- For `κ ≠ 0` the PBE factor has gradient coefficient `μ`. -/
theorem pbe_gradientCoefficient {κ : ℝ} (hκ : κ ≠ 0) (μ : ℝ) :
    HasGradientCoefficient (pbeFactor κ μ) μ := by
  refine ⟨by simp [pbeFactor], ?_⟩
  have hd : ContinuousAt (fun s : ℝ => 1 + μ * s ^ 2 / κ) 0 := by fun_prop
  have hc : ContinuousAt (fun s : ℝ => μ / (1 + μ * s ^ 2 / κ)) 0 :=
    continuousAt_const.div hd (by simp)
  have ht := hc.tendsto.mono_left (nhdsWithin_le_nhds (s := {0}ᶜ))
  have hv : μ / (1 + μ * (0 : ℝ) ^ 2 / κ) = μ := by simp
  rw [hv] at ht
  refine ht.congr' ?_
  have hne : ∀ᶠ s in 𝓝 (0 : ℝ), 1 + μ * s ^ 2 / κ ≠ 0 := hd.eventually_ne (by simp)
  filter_upwards [hne.filter_mono nhdsWithin_le_nhds, self_mem_nhdsWithin] with s h1 hs
  have hs2 : s ^ 2 ≠ 0 := pow_ne_zero 2 hs
  -- `F - 1 = μ s² / (1 + μ s² / κ)`
  have hF : pbeFactor κ μ s - 1 = μ * s ^ 2 / (1 + μ * s ^ 2 / κ) := by
    have h2 : κ * (μ * s ^ 2 / κ) = μ * s ^ 2 := mul_div_cancel₀ _ hκ
    unfold pbeFactor
    rw [eq_div_iff h1, sub_mul, sub_mul, div_mul_cancel₀ _ h1]
    linear_combination h2
  rw [hF, div_right_comm, mul_div_cancel_right₀ _ hs2]

/-- For the density `1 + a cos x`, `κ > 0` and `μ ≥ 0`, the PBE exchange correction over one
period, divided by `a²`, tends to `π μ k²` as `a` tends to `0` from above. -/
theorem pbe_cosine_limit {κ μ : ℝ} (hκ : 0 < κ) (hμ : 0 ≤ μ) (k : ℝ) :
    Tendsto (fun a : ℝ => (a ^ 2)⁻¹ * ∫ x in (0 : ℝ)..(2 * Real.pi),
      (1 + a * Real.cos x) ^ (4 / 3 : ℝ) *
        (pbeFactor κ μ (a * k * |Real.sin x| / (1 + a * Real.cos x) ^ (4 / 3 : ℝ)) - 1))
      (𝓝[>] 0) (𝓝 (Real.pi * μ * k ^ 2)) := by
  have hm : Continuous (pbeFactor κ μ) := by
    unfold pbeFactor
    exact continuous_const.sub
      (continuous_const.div (by fun_prop) fun s => by positivity)
  have ht := (weak_modulation_limit hm (pbe_gradientCoefficient hκ.ne' μ)
    Real.contDiff_cos k 0 (2 * Real.pi)).mono_left
    (nhdsWithin_mono 0 (fun a (ha : 0 < a) => ha.ne'))
  have hI : ∫ x in (0 : ℝ)..(2 * Real.pi), (deriv Real.cos x) ^ 2 = Real.pi := by
    simp only [Real.deriv_cos, neg_sq]
    rw [integral_sin_sq]
    simp
  rw [hI, show μ * k ^ 2 * Real.pi = Real.pi * μ * k ^ 2 by ring] at ht
  refine ht.congr' ?_
  filter_upwards [self_mem_nhdsWithin] with a ha
  have ha' : 0 < a := ha
  simp only [exchangeCorrection, reducedGradient_modulated Real.contDiff_cos,
    Real.deriv_cos, abs_mul, abs_neg, abs_of_pos ha', mul_left_comm k a, mul_assoc]

end

end WeakModulationExchange
```

```lean
#print axioms WeakModulationExchange.weak_modulation_limit
-- 'WeakModulationExchange.weak_modulation_limit' depends on axioms: [propext, Classical.choice, Quot.sound]
#print axioms WeakModulationExchange.correction_ratio_limit
-- 'WeakModulationExchange.correction_ratio_limit' depends on axioms: [propext, Classical.choice, Quot.sound]
#print axioms WeakModulationExchange.pbe_cosine_limit
-- 'WeakModulationExchange.pbe_cosine_limit' depends on axioms: [propext, Classical.choice, Quot.sound]
```
